# A nonzero traceless coupling lowers the zero-point energy of identical harmonic oscillators with real mode frequencies

Two neutral atoms some distance apart attract even when neither has a permanent dipole. Picture each as a charge on a spring with frequency w (usually written ω), and couple the displacements x₀ and x₁ by an energy g x₀x₁. With unit mass and ħ = 1, the modes (x₀ ± x₁)/√2 have squared frequencies w² ± g. One rises as much as the other falls, but the square root is concave, so the sum of the frequencies drops.

Take w = 5 and g = 24. The frequencies become √49 = 7 and √1 = 1, and the zero-point energy falls from ½(5 + 5) = 5 to ½(7 + 1) = 4. The lost unit is the binding energy. The same happens for any finite number of identical oscillators whose coupling matrix is nonzero and has trace zero, provided no squared mode frequency becomes negative.

In Lean 4 with Mathlib:

```lean
import Mathlib

open Matrix Set
open scoped MatrixOrder

namespace ManyBodyDispersion

noncomputable section

variable {n : Type*} [Fintype n] [DecidableEq n]
```

The type `n` labels the oscillator coordinates. For N atoms at fixed positions, each with a charge that can be displaced in three dimensions, there are 3N labels.

```lean
/-- Stiffness matrix of oscillators of bare frequency `w`, coupled by `G` at strength `s`. -/
def stiffness (w : ℝ) (G : Matrix n n ℝ) (s : ℝ) : Matrix n n ℝ :=
  w ^ 2 • (1 : Matrix n n ℝ) + s • G
```

This is the matrix of spring constants in mass-weighted coordinates,

K(s) = w²I + sG,

with potential energy ½ xᵀK(s)x. The number s turns the coupling on, from 0 (separate oscillators) to 1 (full coupling). The sign `•` multiplies a matrix by a number.

```lean
/-- Zero-point energy (with `ℏ = 1`): half the trace of the square root of the stiffness matrix,
for couplings at which that matrix is positive semidefinite. -/
def zeroPointEnergy (w : ℝ) (G : Matrix n n ℝ) (s : ℝ) : ℝ :=
  1 / 2 * (CFC.sqrt (stiffness w G s)).trace
```

In ordinary notation,

E(s) = ½ tr √K(s).

For a positive semidefinite matrix, `CFC.sqrt` is its positive semidefinite square root. For other matrices it still returns something, but that value is no zero-point energy.

```lean
omit [Fintype n] in
/-- If the fully coupled stiffness matrix is positive semidefinite, the coupling is symmetric. -/
theorem coupling_isHermitian {w : ℝ} {G : Matrix n n ℝ}
    (hP : (w ^ 2 • (1 : Matrix n n ℝ) + G).PosSemidef) : G.IsHermitian := by
  have h : (w ^ 2 • (1 : Matrix n n ℝ) + G)ᴴ = w ^ 2 • (1 : Matrix n n ℝ) + G := hP.isHermitian
  rw [conjTranspose_add, conjTranspose_smul, conjTranspose_one, star_trivial] at h
  exact add_left_cancel h
```

A theorem lists its hypotheses in brackets after its name; its claim follows the colon after those brackets. Here `hP` says that K(1) is positive semidefinite: physically, no displacement from rest at x = 0 lowers the potential energy. This notion includes symmetry, and subtracting w²I shows that G is symmetric too. For real matrices `ᴴ` is the transpose.

```lean
/-- An orthogonal matrix diagonalises a symmetric coupling. If the fully coupled stiffness matrix is
positive semidefinite, every squared mode frequency is nonnegative for `s ∈ [0,1]`. -/
theorem normal_modes {w : ℝ} {G : Matrix n n ℝ} (hG : G.IsHermitian)
    (hP : (w ^ 2 • (1 : Matrix n n ℝ) + G).PosSemidef) :
    ∃ U : Matrix n n ℝ, Uᴴ * U = 1 ∧ U * Uᴴ = 1 ∧ G = U * diagonal hG.eigenvalues * Uᴴ ∧
      ∀ s ∈ Icc (0 : ℝ) 1, ∀ i, 0 ≤ w ^ 2 + s * hG.eigenvalues i := by
  obtain ⟨U, h1, h2, h3⟩ : ∃ U : Matrix n n ℝ, Uᴴ * U = 1 ∧ U * Uᴴ = 1 ∧
      G = U * diagonal hG.eigenvalues * Uᴴ := by
    refine ⟨hG.eigenvectorUnitary, mem_unitaryGroup_iff'.mp hG.eigenvectorUnitary.2,
      mem_unitaryGroup_iff.mp hG.eigenvectorUnitary.2, ?_⟩
    have h := hG.spectral_theorem
    rw [Unitary.conjStarAlgAut_apply] at h
    exact h
  refine ⟨U, h1, h2, h3, fun s hs i => ?_⟩
  have hD : Uᴴ * G * U = diagonal hG.eigenvalues := by
    calc Uᴴ * G * U = Uᴴ * (U * diagonal hG.eigenvalues * Uᴴ) * U :=
          congrArg (fun M => Uᴴ * M * U) h3
      _ = (Uᴴ * U) * diagonal hG.eigenvalues * (Uᴴ * U) := by simp only [Matrix.mul_assoc]
      _ = diagonal hG.eigenvalues := by rw [h1, one_mul, mul_one]
  -- the stiffness matrix in normal coordinates
  have e : Uᴴ * (w ^ 2 • (1 : Matrix n n ℝ) + G) * U
      = diagonal (fun i => w ^ 2 + hG.eigenvalues i) := by
    rw [mul_add, add_mul, hD, mul_smul_comm, mul_one, smul_mul_assoc, h1]
    ext i j
    by_cases h : i = j
    · subst h; simp
    · simp [h]
  have hp := hP.conjTranspose_mul_mul_same U
  rw [e] at hp
  have hi := posSemidef_diagonal_iff.mp hp i
  nlinarith [mul_nonneg hs.1 hi, mul_nonneg (sub_nonneg.mpr hs.2) (sq_nonneg w)]
```

Write gᵢ for `hG.eigenvalues i`. An orthogonal U gives

G = U diag(gᵢ) Uᵀ.

In the same coordinates K(1) is diagonal with entries w² + gᵢ, which are therefore nonnegative. For s in [0,1], written `Icc 0 1`,

w² + s gᵢ = (1 − s)w² + s(w² + gᵢ) ≥ 0.

The final `nlinarith` finds this combination from the two products it is given. Nonnegative squared frequencies at full coupling thus secure the whole path.

```lean
/-- For `s ∈ [0,1]` and a positive semidefinite fully coupled stiffness matrix, the zero-point
energy is half the sum of the normal-mode frequencies. -/
theorem zeroPointEnergy_eq_modes {w s : ℝ} {G : Matrix n n ℝ} (hG : G.IsHermitian)
    (hP : (w ^ 2 • (1 : Matrix n n ℝ) + G).PosSemidef) (hs : s ∈ Icc (0 : ℝ) 1) :
    zeroPointEnergy w G s = 1 / 2 * ∑ i, √(w ^ 2 + s * hG.eigenvalues i) := by
  obtain ⟨U, h1, h2, h3, h4⟩ := normal_modes hG hP
  set D : Matrix n n ℝ := diagonal (fun i => √(w ^ 2 + s * hG.eigenvalues i)) with hD
  have hDD : D * D = w ^ 2 • (1 : Matrix n n ℝ) + s • diagonal hG.eigenvalues := by
    rw [hD, diagonal_mul_diagonal]
    ext i j
    by_cases h : i = j
    · subst h; simp [Real.mul_self_sqrt (h4 s hs i)]
    · simp [h]
  have hsq : (U * D * Uᴴ) * (U * D * Uᴴ) = stiffness w G s := by
    calc (U * D * Uᴴ) * (U * D * Uᴴ) = U * D * (Uᴴ * U) * D * Uᴴ := by
          simp only [Matrix.mul_assoc]
      _ = U * (D * D) * Uᴴ := by rw [h1, mul_one, Matrix.mul_assoc U D D]
      _ = w ^ 2 • (U * Uᴴ) + s • (U * diagonal hG.eigenvalues * Uᴴ) := by
          rw [hDD]
          simp only [mul_add, add_mul, mul_smul_comm, smul_mul_assoc, mul_one]
      _ = stiffness w G s := by rw [h2, ← h3, stiffness]
  have hpos : (U * D * Uᴴ).PosSemidef :=
    (posSemidef_diagonal_iff.mpr fun i => Real.sqrt_nonneg _).mul_mul_conjTranspose_same U
  -- the positive square root is unique
  rw [zeroPointEnergy, CFC.sqrt_unique hsq (nonneg_iff_posSemidef.mpr hpos),
    trace_mul_cycle, h1, one_mul, hD, trace_diagonal]
```

The trace is now the familiar sum over modes:

E(s) = ½ Σᵢ √(w² + s gᵢ).

Let D be diagonal with entries √(w² + s gᵢ). Since UᵀU = I,

(UDUᵀ)² = UD²Uᵀ = w²I + sG.

UDUᵀ is positive semidefinite, so by uniqueness (`CFC.sqrt_unique`) it is the square root of K(s). Cycling the trace gives tr(UDUᵀ) = tr D.

```lean
/-- For `G ≠ 0` and a positive semidefinite fully coupled stiffness matrix, the zero-point energy
is strictly concave in the coupling strength on `[0,1]`. -/
theorem zeroPointEnergy_strictConcaveOn {w : ℝ} {G : Matrix n n ℝ} (hne : G ≠ 0)
    (hP : (w ^ 2 • (1 : Matrix n n ℝ) + G).PosSemidef) :
    StrictConcaveOn ℝ (Icc 0 1) (zeroPointEnergy w G) := by
  have hG := coupling_isHermitian hP
  obtain ⟨U, -, -, h3, h4⟩ := normal_modes hG hP
  obtain ⟨k, hk⟩ : ∃ k, hG.eigenvalues k ≠ 0 := by
    by_contra! h
    have h0 : hG.eigenvalues = 0 := funext h
    exact hne (h3.trans (by simp [h0]))
  refine ⟨convex_Icc 0 1, fun x hx y hy hxy a b ha hb hab => ?_⟩
  have hz : a * x + b * y ∈ Icc (0 : ℝ) 1 := convex_Icc 0 1 hx hy ha.le hb.le hab
  have e : ∀ i, a * (w ^ 2 + x * hG.eigenvalues i) + b * (w ^ 2 + y * hG.eigenvalues i)
      = w ^ 2 + (a * x + b * y) * hG.eigenvalues i := fun i => by
    linear_combination w ^ 2 * hab
  simp only [smul_eq_mul]
  rw [zeroPointEnergy_eq_modes hG hP hx, zeroPointEnergy_eq_modes hG hP hy,
    zeroPointEnergy_eq_modes hG hP hz]
  -- every mode is concave, and a coupled mode strictly so
  have hsum : ∑ i, (a * √(w ^ 2 + x * hG.eigenvalues i) + b * √(w ^ 2 + y * hG.eigenvalues i))
      < ∑ i, √(w ^ 2 + (a * x + b * y) * hG.eigenvalues i) := by
    refine Finset.sum_lt_sum (fun i _ => ?_) ⟨k, Finset.mem_univ k, ?_⟩
    · rw [← e i]
      exact Real.strictConcaveOn_sqrt.concaveOn.2 (h4 x hx i) (h4 y hy i) ha.le hb.le hab
    · rw [← e k]
      refine Real.strictConcaveOn_sqrt.2 (h4 x hx k) (h4 y hy k) (fun h => hxy ?_) ha hb hab
      exact mul_right_cancel₀ hk (add_left_cancel h)
  rw [Finset.sum_add_distrib, ← Finset.mul_sum, ← Finset.mul_sum] at hsum
  linarith
```

Take x ≠ y in [0,1] and positive weights a + b = 1. Concavity of the square root gives, for each mode,

a√(w² + x gᵢ) + b√(w² + y gᵢ) ≤ √(w² + (ax + by)gᵢ).

If gᵢ ≠ 0, the two arguments on the left differ and the inequality is strict. A nonzero symmetric G has at least one such mode, called `k` in the code. `Finset.sum_lt_sum` adds the inequalities, one of them strict. The trace of G plays no part here.

```lean
/-- For `w > 0`, `0 ≤ s < t`, `g ≠ 0` and a nonnegative squared frequency at `t`, the frequency of a
mode at `t` minus that at `s` is less than the first-order estimate `(t - s) g / (2w)`. -/
theorem mode_shift_lt {w g s t : ℝ} (hw : 0 < w) (hs : 0 ≤ s) (hst : s < t) (hg : g ≠ 0)
    (ht : 0 ≤ w ^ 2 + t * g) :
    √(w ^ 2 + t * g) - √(w ^ 2 + s * g) < (t - s) * g / (2 * w) := by
  rw [lt_div_iff₀ (by positivity)]
  rcases lt_or_gt_of_ne hg with h | h
  · have hlt : w ^ 2 + t * g < w ^ 2 + s * g := by nlinarith
    have h1 := Real.sqrt_lt_sqrt ht hlt
    have h2 : √(w ^ 2 + s * g) ≤ w := Real.sqrt_le_iff.mpr ⟨hw.le, by nlinarith⟩
    nlinarith [Real.sq_sqrt ht, Real.sq_sqrt (ht.trans hlt.le), mul_pos (sub_pos.mpr h1)
      (show 0 < 2 * w - √(w ^ 2 + t * g) - √(w ^ 2 + s * g) by linarith)]
  · have h0 : 0 ≤ w ^ 2 + s * g := by positivity
    have h1 := Real.sqrt_lt_sqrt h0 (show w ^ 2 + s * g < w ^ 2 + t * g by nlinarith)
    have h2 : w ≤ √(w ^ 2 + s * g) := (Real.le_sqrt' hw).mpr (by nlinarith [mul_nonneg hs h.le])
    nlinarith [Real.sq_sqrt ht, Real.sq_sqrt h0, mul_pos (sub_pos.mpr h1)
      (show 0 < √(w ^ 2 + t * g) + √(w ^ 2 + s * g) - 2 * w by linarith)]
```

For one mode, set a = √(w² + sg) and b = √(w² + tg), with 0 ≤ s < t. Then b² − a² = (t − s)g, and the claim b − a < (t − s)g/(2w) becomes

(b − a)(a + b − 2w) > 0.

If g > 0, then w ≤ a < b and both factors are positive. If g < 0, then b < a ≤ w and both are negative. `rcases` separates these two cases.

```lean
/-- For `w > 0`, a nonzero traceless coupling and a positive semidefinite fully coupled stiffness
matrix, the zero-point energy strictly decreases with the coupling strength on `[0,1]`. -/
theorem zeroPointEnergy_strictAntiOn {w : ℝ} {G : Matrix n n ℝ} (hw : 0 < w)
    (htr : G.trace = 0) (hne : G ≠ 0) (hP : (w ^ 2 • (1 : Matrix n n ℝ) + G).PosSemidef) :
    StrictAntiOn (zeroPointEnergy w G) (Icc 0 1) := by
  have hG := coupling_isHermitian hP
  obtain ⟨U, h1, -, h3, h4⟩ := normal_modes hG hP
  obtain ⟨k, hk⟩ : ∃ k, hG.eigenvalues k ≠ 0 := by
    by_contra! h
    have h0 : hG.eigenvalues = 0 := funext h
    exact hne (h3.trans (by simp [h0]))
  have hsum : ∑ i, hG.eigenvalues i = 0 := by
    rw [← htr]
    exact ((congrArg trace h3).trans
      (by rw [trace_mul_cycle, h1, one_mul, trace_diagonal])).symm
  intro s hs t ht hst
  rw [zeroPointEnergy_eq_modes hG hP hs, zeroPointEnergy_eq_modes hG hP ht]
  -- the first-order shifts add up to zero
  have hlt : ∑ i, (√(w ^ 2 + t * hG.eigenvalues i) - √(w ^ 2 + s * hG.eigenvalues i))
      < ∑ i, (t - s) * hG.eigenvalues i / (2 * w) := by
    refine Finset.sum_lt_sum (fun i _ => ?_)
      ⟨k, Finset.mem_univ k, mode_shift_lt hw hs.1 hst hk (h4 t ht k)⟩
    by_cases hi : hG.eigenvalues i = 0
    · simp [hi]
    · exact (mode_shift_lt hw hs.1 hst hi (h4 t ht i)).le
  rw [← Finset.sum_div, ← Finset.mul_sum, hsum, mul_zero, zero_div,
    Finset.sum_sub_distrib] at hlt
  linarith
```

Summing over modes, with equality where gᵢ = 0, gives

Σᵢ [√(w² + t gᵢ) − √(w² + s gᵢ)] < (t − s)/(2w) · Σᵢ gᵢ = 0,

because Σᵢ gᵢ = tr G = 0. Half of the left side is E(t) − E(s), so the energy strictly falls. The trace condition holds, for instance, when G has a zero diagonal, meaning that no coordinate is coupled to itself.

```lean
/-- Many-body dispersion: for `w > 0`, traceless coupling and a positive semidefinite fully
coupled stiffness matrix, the zero-point energy never rises with the coupling strength on `[0,1]`,
and its values at full and at zero coupling agree exactly when `G = 0`. -/
theorem dispersion_antitone_and_rigid {w : ℝ} {G : Matrix n n ℝ} (hw : 0 < w)
    (htr : G.trace = 0) (hP : (w ^ 2 • (1 : Matrix n n ℝ) + G).PosSemidef) :
    AntitoneOn (zeroPointEnergy w G) (Icc 0 1) ∧
      (zeroPointEnergy w G 1 = zeroPointEnergy w G 0 ↔ G = 0) := by
  by_cases hne : G = 0
  · subst hne
    have hc : ∀ s t : ℝ, zeroPointEnergy w (0 : Matrix n n ℝ) s
        = zeroPointEnergy w (0 : Matrix n n ℝ) t :=
      fun s t => by simp only [zeroPointEnergy, stiffness, smul_zero]
    exact ⟨fun s _ t _ _ => (hc t s).le, fun _ => rfl, fun _ => hc 1 0⟩
  · have h := zeroPointEnergy_strictAntiOn hw htr hne hP
    refine ⟨h.antitoneOn, fun he => ?_, fun h0 => absurd h0 hne⟩
    exact absurd he (h ⟨le_rfl, zero_le_one⟩ ⟨zero_le_one, le_rfl⟩ zero_lt_one).ne
```

This collects the result: E never rises along [0,1], and E(1) = E(0) exactly when G = 0. If G = 0, K(s) doesn't depend on s and E is constant. If G ≠ 0, the preceding theorem gives E(1) < E(0). "Rigid" in the name refers to this equality case, not to stiff springs.

```lean
/-- Two oscillators with coupling `g`: if `|s g| ≤ w²`, the zero-point energy is half the sum of
the frequencies `√(w² + s g)` and `√(w² - s g)`. -/
theorem pair_energy {w g s : ℝ} (h : |s * g| ≤ w ^ 2) :
    zeroPointEnergy w !![0, g; g, 0] s = 1 / 2 * (√(w ^ 2 + s * g) + √(w ^ 2 - s * g)) := by
  obtain ⟨hl, hr⟩ := abs_le.mp h
  have ha := Real.sq_sqrt (show 0 ≤ w ^ 2 + s * g by linarith)
  have hb := Real.sq_sqrt (show 0 ≤ w ^ 2 - s * g by linarith)
  have ha0 := Real.sqrt_nonneg (w ^ 2 + s * g)
  have hb0 := Real.sqrt_nonneg (w ^ 2 - s * g)
  set a := √(w ^ 2 + s * g)
  set b := √(w ^ 2 - s * g)
  have hsq : !![(a + b) / 2, (a - b) / 2; (a - b) / 2, (a + b) / 2] *
      !![(a + b) / 2, (a - b) / 2; (a - b) / 2, (a + b) / 2]
      = stiffness w !![0, g; g, 0] s := by
    ext i j
    fin_cases i <;> fin_cases j <;>
      simp [stiffness, Matrix.mul_apply, Fin.sum_univ_succ] <;> nlinarith
  have hpos : (!![(a + b) / 2, (a - b) / 2; (a - b) / 2, (a + b) / 2]).PosSemidef := by
    refine PosSemidef.of_dotProduct_mulVec_nonneg ?_ fun x => ?_
    · ext i j
      fin_cases i <;> fin_cases j <;> simp
    · simp [dotProduct, Matrix.mulVec, Fin.sum_univ_succ]
      nlinarith [mul_nonneg ha0 (sq_nonneg (x 0 + x 1)), mul_nonneg hb0 (sq_nonneg (x 0 - x 1))]
  rw [zeroPointEnergy, CFC.sqrt_unique hsq (nonneg_iff_posSemidef.mpr hpos), trace_fin_two]
  simp
```

Here is the opening pair; `!![0, g; g, 0]` is the 2 × 2 matrix with g off the diagonal. With a = √(w² + sg) and b = √(w² − sg), the proof writes down the root directly: (a + b)/2 on the diagonal and (a − b)/2 off it. Its square has diagonal (a² + b²)/2 = w² and off-diagonal (a² − b²)/2 = sg. It is positive semidefinite because its quadratic form is

½a(x₀ + x₁)² + ½b(x₀ − x₁)².

Its trace is a + b, so E(s) = ½(a + b).

```lean
/-- For two oscillators with `w > 0` and `|g| ≤ w²`, the binding energy at full coupling is at
least the London term `g² / (8w³)`. -/
theorem london_bound {w g : ℝ} (hw : 0 < w) (h : |g| ≤ w ^ 2) :
    g ^ 2 / (8 * w ^ 3) ≤
      zeroPointEnergy w !![0, g; g, 0] 0 - zeroPointEnergy w !![0, g; g, 0] 1 := by
  obtain ⟨hl, hr⟩ := abs_le.mp h
  rw [pair_energy (s := 0) (by rw [zero_mul, abs_zero]; positivity),
    pair_energy (s := 1) (by rwa [one_mul])]
  simp only [zero_mul, one_mul, add_zero, sub_zero, Real.sqrt_sq hw.le]
  have ha := Real.sq_sqrt (show 0 ≤ w ^ 2 + g by linarith)
  have hb := Real.sq_sqrt (show 0 ≤ w ^ 2 - g by linarith)
  have ha0 := Real.sqrt_nonneg (w ^ 2 + g)
  have hb0 := Real.sqrt_nonneg (w ^ 2 - g)
  set a := √(w ^ 2 + g)
  set b := √(w ^ 2 - g)
  -- `k` is twice the London term
  obtain ⟨k, hk⟩ : ∃ k, k = g ^ 2 / (4 * w ^ 3) := ⟨_, rfl⟩
  have hk' : k * (4 * w ^ 3) = g ^ 2 := (eq_div_iff (by positivity)).mp hk
  have e : g ^ 2 / (8 * w ^ 3) = k / 2 := by rw [hk]; ring
  have hg : g ^ 2 ≤ (w ^ 2) ^ 2 := sq_le_sq' hl hr
  have hkw : 4 * k ≤ w :=
    le_of_mul_le_mul_left (show w ^ 3 * (4 * k) ≤ w ^ 3 * w by nlinarith) (by positivity)
  have hp : 0 ≤ w ^ 2 - 2 * w * k := by
    nlinarith [mul_nonneg hw.le (sub_nonneg.mpr hkw), sq_nonneg w]
  have hab : a * b ≤ w ^ 2 - 2 * w * k := by
    refine (pow_le_pow_iff_left₀ (mul_nonneg ha0 hb0) hp two_ne_zero).mp ?_
    rw [mul_pow, ha, hb]
    nlinarith [sq_nonneg (w * k)]
  have hsum : a + b ≤ 2 * w - k := by
    refine (pow_le_pow_iff_left₀ (add_nonneg ha0 hb0) (by linarith) two_ne_zero).mp ?_
    nlinarith [sq_nonneg k]
  rw [e]
  linarith

end

end ManyBodyDispersion
```

Now let s = 1 and k = g²/(4w³). From |g| ≤ w² follows 4k ≤ w, so w² − 2wk ≥ 0. Then

(ab)² = w⁴ − g² = w⁴ − 4w³k ≤ (w² − 2wk)²,

hence ab ≤ w² − 2wk, and

(a + b)² = 2w² + 2ab ≤ 4w² − 4wk ≤ (2w − k)².

So a + b ≤ 2w − k, and the binding energy w − ½(a + b) is at least k/2 = g²/(8w³). For w = 5 and g = 24 this bound is 576/1000 = 0.576, below the exact value 1. Here each charge moves along one direction only; London's formula for two atoms adds three such terms, and dipole couplings g ∝ 1/R³ at distance R give its 1/R⁶ law.

In a many-body dispersion calculation, used to supplement density functional theory, one builds the 3N × 3N matrix K(1), diagonalises it to get eigenvalues λᵢ, and evaluates

E(1) − E(0) = ½ Σᵢ √λᵢ − (3/2)Nw

when all N atoms share the frequency w, as they must here. Atoms of different elements generally have different frequencies, a case these theorems don't cover. The model is also an approximation: it replaces each atom's electrons by an oscillator and keeps only couplings that are products of two displacements.

```lean
#print axioms ManyBodyDispersion.zeroPointEnergy_strictConcaveOn
-- 'ManyBodyDispersion.zeroPointEnergy_strictConcaveOn' depends on axioms: [propext, Classical.choice, Quot.sound]
#print axioms ManyBodyDispersion.zeroPointEnergy_strictAntiOn
-- 'ManyBodyDispersion.zeroPointEnergy_strictAntiOn' depends on axioms: [propext, Classical.choice, Quot.sound]
#print axioms ManyBodyDispersion.dispersion_antitone_and_rigid
-- 'ManyBodyDispersion.dispersion_antitone_and_rigid' depends on axioms: [propext, Classical.choice, Quot.sound]
#print axioms ManyBodyDispersion.london_bound
-- 'ManyBodyDispersion.london_bound' depends on axioms: [propext, Classical.choice, Quot.sound]
```
